# For nondegenerate gaps, H and A generate every traceless matrix exactly when A connects all levels

To find which operators on a finite set of levels can be built by nesting commutators of a Hamiltonian $H$ and a coupling $A$, one must first choose the scalars for linear combinations, and here they are complex. The matrix $H$ is diagonal with entries $E_i$. The entries of $H$ and $A$ may be complex, and neither matrix is assumed Hermitian.

Such algebras appear in quantum control. The result below applies to finitely many levels, one coupling operator, and transition energies that are all different. For Hermitian $H$ and $A$, passing from this complex algebra to the unitary evolutions reachable with real control pulses is a further step, not proved here. The word "controllable" in the theorem names refers only to the algebra.

## Levels, couplings and the generated algebra

The finite type `n` labels the levels, and the bracket is the plain commutator $[X,Y]=XY-YX$, without a factor $i$.

```lean
import Mathlib

open Matrix

namespace ControllabilityByNesting

-- the Lie bracket of matrices is the commutator
attribute [local instance] LieRing.ofAssociativeRing LieAlgebra.ofAssociativeAlgebra

variable {n : Type*} [Fintype n] [DecidableEq n]
```

The gap condition concerns ordered pairs of distinct levels: if two such pairs have the same transition energy, they are the same pair. It stands for a spectrum in which each transition has its own frequency, sign included. It also makes the levels distinct, since $E_i=E_j$ would give the pairs $(i,j)$ and $(j,i)$ the same gap, zero.

```lean
/-- The transition energies `E i - E j` of distinct ordered pairs of distinct levels differ. -/
def NondegenerateGaps (E : n → ℂ) : Prop :=
  ∀ i j k l, i ≠ j → k ≠ l → E i - E j = E k - E l → i = k ∧ j = l
```

A coupling from $i$ to $j$ means $i\neq j$ and $A_{ij}\neq0$. This order follows the matrix indices. The operator $|i\rangle\langle j|$ itself takes state $j$ to state $i$, so the direction is opposite to that of the physical transition. For Hermitian $A$ the two directions agree.

```lean
/-- Two distinct levels are coupled, in the order `i`, `j`, if the entry `A i j` is nonzero. -/
def Coupled (A : Matrix n n ℂ) (i j : n) : Prop := i ≠ j ∧ A i j ≠ 0
```

Write $\mathcal L$ for the smallest complex Lie algebra that contains $H$ and $A$.

```lean
/-- The complex Lie algebra generated by the diagonal Hamiltonian with levels `E` and by `A`. -/
def generatedAlgebra (E : n → ℂ) (A : Matrix n n ℂ) : LieSubalgebra ℂ (Matrix n n ℂ) :=
  LieSubalgebra.lieSpan ℂ (Matrix n n ℂ) {diagonal E, A}
```

For a finite set $s$ of energies, the filtered operator $F_s$ has entries
$$(F_s)_{ij}=\Big(\prod_{w\in s}(E_i-E_j-w)\Big)A_{ij}.$$

```lean
/-- The operator `A` with each entry multiplied by the product of `E i - E j - w` over the
energies `w` in `s`. -/
def gapFilter (E : n → ℂ) (A : Matrix n n ℂ) (s : Finset ℂ) : Matrix n n ℂ :=
  Matrix.of fun i j => (∏ w ∈ s, (E i - E j - w)) * A i j
```

For a set $S$ of levels, consider the matrices with $B_{ab}=0$ whenever $a\in S$ and $b\notin S$. They are closed under products: in $\sum_c x_{ac}y_{cb}$, the second factor vanishes if $c\in S$ and the first if $c\notin S$. They are therefore closed under commutators, and the case split on `c ∈ S` below is this argument.

```lean
/-- The operators without matrix elements `B a b` from a level `a` in `S` to a level `b`
outside `S` form a Lie algebra. -/
def blockAlgebra (S : Set n) : LieSubalgebra ℂ (Matrix n n ℂ) where
  carrier := {B | ∀ a ∈ S, ∀ b ∉ S, B a b = 0}
  add_mem' := by
    intro x y hx hy a ha b hb
    change x a b + y a b = 0
    rw [hx a ha b hb, hy a ha b hb, add_zero]
  zero_mem' := fun _ _ _ _ => rfl
  smul_mem' := by
    intro c x hx a ha b hb
    change c * x a b = 0
    rw [hx a ha b hb, mul_zero]
  lie_mem' := by
    intro x y hx hy a ha b hb
    change (∑ c, x a c * y c b) - (∑ c, y a c * x c b) = 0
    rw [Finset.sum_eq_zero, Finset.sum_eq_zero, sub_zero]
    · intro c _
      by_cases hc : c ∈ S
      · rw [hx c hc b hb, mul_zero]
      · rw [hy a ha c hc, zero_mul]
    · intro c _
      by_cases hc : c ∈ S
      · rw [hy c hc b hb, mul_zero]
      · rw [hx a ha c hc, zero_mul]
```

## (a) Filtering by nested commutators

Show that every $F_s$ lies in $\mathcal L$, by proving for $w\notin s$ that
$$F_{s\cup\{w\}}=[H,F_s]-wF_s .$$

**Solution.** Since $H$ is diagonal, $[H,M]_{ij}=(E_i-E_j)M_{ij}$. Subtracting $wM_{ij}$ leaves $(E_i-E_j-w)M_{ij}$, which for $M=F_s$ is the entry with one more factor. The empty product gives $F_\emptyset=A\in\mathcal L$, and each further step uses only a commutator and a linear combination. The Lean proof is this induction on `s`.

```lean
/-- Every gap filter of `A` lies in the Lie algebra generated by the Hamiltonian and `A`. -/
theorem gapFilter_mem (E : n → ℂ) (A : Matrix n n ℂ) (s : Finset ℂ) :
    gapFilter E A s ∈ generatedAlgebra E A := by
  have hH : diagonal E ∈ generatedAlgebra E A :=
    LieSubalgebra.subset_lieSpan (Set.mem_insert _ _)
  have hA : A ∈ generatedAlgebra E A :=
    LieSubalgebra.subset_lieSpan (Set.mem_insert_of_mem _ rfl)
  induction s using Finset.induction_on with
  | empty =>
    have h : gapFilter E A ∅ = A := by
      ext i j
      simp [gapFilter]
    rwa [h]
  | insert w s hw ih =>
    -- one more nesting: `M ↦ [H, M] - w M`
    have h : gapFilter E A (insert w s)
        = ⁅diagonal E, gapFilter E A s⁆ - w • gapFilter E A s := by
      ext i j
      simp only [gapFilter, Finset.prod_insert hw, Ring.lie_def, Matrix.sub_apply,
        Matrix.smul_apply, Matrix.diagonal_mul, Matrix.mul_diagonal, Matrix.of_apply,
        smul_eq_mul]
      ring
    rw [h]
    exact sub_mem (LieSubalgebra.lie_mem _ hH ih) (LieSubalgebra.smul_mem _ w ih)
```

## (b) Isolating one transition

Assume the gap condition and $A_{ij}\neq0$ with $i\neq j$. Find $s$ and $c\neq0$ such that
$$F_s=c\,A_{ij}\,|i\rangle\langle j|,$$
and conclude that $|i\rangle\langle j|\in\mathcal L$.

**Solution.** Let $s$ contain all differences $E_k-E_l$, including the zero from $k=l$, except the value $E_i-E_j$. Then $c=\prod_{w\in s}(E_i-E_j-w)$ has no zero factor. Any other entry $(k,l)$ has a gap different from $E_i-E_j$: for $k\neq l$ by the gap condition, and for $k=l$ because $E_i\neq E_j$. Its gap therefore belongs to $s$, and its product vanishes. Dividing by $cA_{ij}$ gives the claim.

In Lean, `single i j 1` is $|i\rangle\langle j|$, `h1` and `h0` are the two facts about the product, and `key` is the target equation.

```lean
/-- If the gaps are nondegenerate, the transition operator `|i⟩⟨j|` of each coupled pair lies in
the generated Lie algebra. -/
theorem transition_mem {E : n → ℂ} (hE : NondegenerateGaps E) {A : Matrix n n ℂ} {i j : n}
    (h : Coupled A i j) : single i j (1 : ℂ) ∈ generatedAlgebra E A := by
  obtain ⟨hij, hA⟩ := h
  -- filter out every gap except `E i - E j`
  obtain ⟨s, h1, h0⟩ : ∃ s : Finset ℂ, (∏ w ∈ s, (E i - E j - w)) ≠ 0 ∧
      ∀ k l, ¬(i = k ∧ j = l) → (∏ w ∈ s, (E k - E l - w)) = 0 := by
    refine ⟨(Finset.univ.image fun p : n × n => E p.1 - E p.2).erase (E i - E j),
      Finset.prod_ne_zero_iff.mpr fun w hw =>
        sub_ne_zero.mpr (Finset.ne_of_mem_erase hw).symm, fun k l hkl => ?_⟩
    have hg : E k - E l ≠ E i - E j := by
      intro e
      by_cases hd : k = l
      · subst hd
        exact hij (hE i j j i hij hij.symm (by linear_combination (-2) * e)).1
      · exact hkl (hE i j k l hij hd e.symm)
    exact Finset.prod_eq_zero (Finset.mem_erase.mpr
      ⟨hg, Finset.mem_image.mpr ⟨(k, l), Finset.mem_univ _, rfl⟩⟩) (sub_self _)
  have key : gapFilter E A s
      = ((∏ w ∈ s, (E i - E j - w)) * A i j) • single i j (1 : ℂ) := by
    ext k l
    rw [Matrix.smul_apply, Matrix.single_apply, gapFilter, Matrix.of_apply]
    by_cases h : i = k ∧ j = l
    · rw [if_pos h, ← h.1, ← h.2, smul_eq_mul, mul_one]
    · rw [if_neg h, h0 k l h, zero_mul, smul_zero]
  have hm := gapFilter_mem E A s
  rw [key] at hm
  have hs := LieSubalgebra.smul_mem _ ((∏ w ∈ s, (E i - E j - w)) * A i j)⁻¹ hm
  rwa [smul_smul, inv_mul_cancel₀ (mul_ne_zero h1 hA), one_smul] at hs
```

## (c) Composing transitions along a path

Under the gap condition, let a path of couplings lead from $i$ to $c\neq i$, with last step from $b$ to $c$. For $b\neq i$, show that
$$[\,|i\rangle\langle b|,\;|b\rangle\langle c|\,]=|i\rangle\langle c| ,$$
and deduce that $|i\rangle\langle c|\in\mathcal L$.

**Solution.** The first product is $|i\rangle\langle c|$, and the second contains $\langle c|i\rangle=0$. By induction on the path, $|i\rangle\langle b|\in\mathcal L$, while (b) supplies $|b\rangle\langle c|$. If $b=i$, because the path has a single step or has returned to its start, then part (b) alone suffices.

`Relation.ReflTransGen (Coupled A) i j` says that $j$ is reached from $i$ in zero or more steps. The theorem calls the endpoint `j`; the induction calls it `c`.

```lean
/-- If the gaps are nondegenerate and a path of couplings leads from `i` to a different level `j`,
then the transition operator `|i⟩⟨j|` lies in the generated Lie algebra. -/
theorem path_mem {E : n → ℂ} (hE : NondegenerateGaps E) {A : Matrix n n ℂ} {i j : n}
    (h : Relation.ReflTransGen (Coupled A) i j) :
    i ≠ j → single i j (1 : ℂ) ∈ generatedAlgebra E A := by
  induction h with
  | refl => exact fun h => absurd rfl h
  | @tail b c _ hbc ih =>
    intro hic
    by_cases hib : i = b
    · subst hib
      exact transition_mem hE hbc
    · -- `[|i⟩⟨b|, |b⟩⟨c|] = |i⟩⟨c|`
      have hl := LieSubalgebra.lie_mem _ (ih hib) (transition_mem hE hbc)
      have e : ⁅single i b (1 : ℂ), single b c (1 : ℂ)⁆ = single i c (1 : ℂ) := by
        simp [Ring.lie_def, hic.symm]
      rwa [e] at hl
```

## (d) From transitions to all traceless matrices

Let a Lie algebra $L$ contain every $|i\rangle\langle j|$ with $i\neq j$. For $\operatorname{tr}M=0$ and a fixed reference level $o$, show that
$$M=\sum_{i\neq j}M_{ij}|i\rangle\langle j|+\sum_i M_{ii}\big(|i\rangle\langle i|-|o\rangle\langle o|\big),$$
and conclude that $M\in L$.

**Solution.** The subtracted terms add up to $(\operatorname{tr}M)\,|o\rangle\langle o|=0$, so the expansion is correct. The off-diagonal terms lie in $L$ by assumption. For $i\neq o$,
$$|i\rangle\langle i|-|o\rangle\langle o|=[\,|i\rangle\langle o|,\;|o\rangle\langle i|\,]\in L,$$
and for $i=o$ the difference is zero. In the proof, `h1` expands $M$ and `h2` is the vanishing sum; an empty set of levels is treated separately.

```lean
/-- A Lie algebra of matrices that contains all transition operators between distinct levels
contains every traceless matrix. -/
theorem traceless_mem (L : LieSubalgebra ℂ (Matrix n n ℂ))
    (hL : ∀ i j, i ≠ j → single i j (1 : ℂ) ∈ L) (M : Matrix n n ℂ) (hM : M.trace = 0) :
    M ∈ L := by
  rcases isEmpty_or_nonempty n with hn | ⟨⟨o⟩⟩
  · rw [Subsingleton.elim M 0]
    exact zero_mem L
  have h1 : ∑ i, ∑ j, M i j • single i j (1 : ℂ) = M := by
    refine Eq.trans ?_ (Matrix.matrix_eq_sum_single M).symm
    refine Finset.sum_congr rfl fun i _ => Finset.sum_congr rfl fun j _ => ?_
    rw [Matrix.smul_single, smul_eq_mul, mul_one]
  -- subtracting the trace at a reference level `o` changes nothing
  have h2 : ∑ i, ∑ j, M i j • (if i = j then single o o (1 : ℂ) else 0) = 0 := by
    have ht : ∑ i, M i i = 0 := hM
    simp only [smul_ite, smul_zero, Finset.sum_ite_eq, Finset.mem_univ, if_true]
    rw [← Finset.sum_smul, ht, zero_smul]
  rw [← h1, ← sub_zero (∑ i, ∑ j, M i j • single i j (1 : ℂ)), ← h2]
  simp only [← Finset.sum_sub_distrib, ← smul_sub]
  refine sum_mem fun i _ => sum_mem fun j _ => LieSubalgebra.smul_mem _ _ ?_
  by_cases hij : i = j
  · subst hij
    rw [if_pos rfl]
    by_cases hio : i = o
    · rw [hio, sub_self]
      exact zero_mem L
    · have hl := LieSubalgebra.lie_mem _ (hL i o hio) (hL o i (Ne.symm hio))
      have e : ⁅single i o (1 : ℂ), single o i (1 : ℂ)⁆
          = single i i (1 : ℂ) - single o o (1 : ℂ) := by
        simp [Ring.lie_def]
      rwa [e] at hl
  · rw [if_neg hij, sub_zero]
    exact hL i j hij
```

## (e) The connectivity criterion

Under the gap condition, prove that
$$\{M:\operatorname{tr}M=0\}\subseteq\mathcal L\iff\text{every level is reached from every level by couplings.}$$

**Solution.** If all levels are connected, (c) gives all transition operators and (d) gives all traceless matrices. Conversely, suppose $j$ is not reached from $i$, and let $S$ be the set of levels reached from $i$. No coupling leaves $S$, so $A_{ab}=0$ for $a\in S$, $b\notin S$; the same holds for the diagonal $H$. Both generators, and hence $\mathcal L$, lie in the block algebra of $S$. The traceless matrix $|i\rangle\langle j|$ does not, since $i\in S$ and $j\notin S$. The inclusion `hle` expresses this confinement.

With two levels, the gap condition reduces to $E_0\neq E_1$, and the criterion to $A_{01}\neq0$ and $A_{10}\neq0$. With one level, the only traceless matrix is zero and both sides hold.

```lean
/-- For nondegenerate gaps, the Lie algebra generated by the Hamiltonian and `A` contains every
traceless matrix exactly when each level is joined to each other one by a path of couplings. -/
theorem controllable_iff {E : n → ℂ} (hE : NondegenerateGaps E) (A : Matrix n n ℂ) :
    (∀ M : Matrix n n ℂ, M.trace = 0 → M ∈ generatedAlgebra E A) ↔
      ∀ i j, Relation.ReflTransGen (Coupled A) i j := by
  refine ⟨fun h i j => ?_, fun h => traceless_mem _ fun i j => path_mem hE (h i j)⟩
  by_contra hj
  -- the levels reachable from `i` span a block that `H` and `A` respect
  have hle : generatedAlgebra E A ≤
      blockAlgebra {k | Relation.ReflTransGen (Coupled A) i k} := by
    refine LieSubalgebra.lieSpan_le.mpr ?_
    rintro B (rfl | rfl) a ha b hb
    · exact Matrix.diagonal_apply_ne _ fun e => hb (e ▸ ha)
    · by_contra hB
      exact hb (Relation.ReflTransGen.tail ha ⟨fun e => hb (e ▸ ha), hB⟩)
  have hij : i ≠ j := fun e => hj (e ▸ Relation.ReflTransGen.refl)
  have ht : (single i j (1 : ℂ)).trace = 0 := by
    refine Finset.sum_eq_zero fun k _ => ?_
    rw [Matrix.diag_apply, Matrix.single_apply, if_neg]
    exact fun e => hij (e.1.trans e.2.symm)
  have h0 : single i j (1 : ℂ) i j = 0 := hle (h _ ht) i Relation.ReflTransGen.refl j hj
  simp at h0
```

## (f) All off-diagonal entries nonzero

Under the gap condition, show that
$$A_{ij}\neq0\ \text{ for all } i\neq j\quad\Longrightarrow\quad \{M:\operatorname{tr}M=0\}\subseteq\mathcal L .$$

**Solution.** Every pair of distinct levels is coupled directly, so (b) gives all transition operators and (d) finishes. No paths are needed, and the diagonal of $A$ is arbitrary.

```lean
/-- If the gaps are nondegenerate and all off-diagonal entries of `A` are nonzero, the generated
Lie algebra contains every traceless matrix. -/
theorem controllable_of_full_coupling {E : n → ℂ} (hE : NondegenerateGaps E)
    {A : Matrix n n ℂ} (hA : ∀ i j, i ≠ j → A i j ≠ 0) (M : Matrix n n ℂ)
    (hM : M.trace = 0) : M ∈ generatedAlgebra E A :=
  traceless_mem _ (fun i j hij => transition_mem hE ⟨hij, hA i j hij⟩) M hM
```

## (g) A three-level spectrum with distinct gaps

Check the gap condition for $E=(0,1,3)$ by showing that
$$\{E_i-E_j: i\neq j\}=\{\pm1,\pm2,\pm3\}.$$

**Solution.** The pairs $(1,0)$, $(2,1)$, $(2,0)$ have gaps $1,2,3$, and the reversed pairs have the negatives. Six ordered pairs give six values. Lean runs through all choices of the four indices.

These numbers make the filter of (b) explicit. To isolate $|0\rangle\langle1|$, with gap $-1$, take $s=\{-3,-2,0,1,2,3\}$. Then
$$c=2\cdot1\cdot(-1)(-2)(-3)(-4)=48,$$
so $F_s=48\,A_{01}|0\rangle\langle1|$.

```lean
/-- The three levels 0, 1, 3 have nondegenerate gaps. -/
theorem nondegenerateGaps_witness : NondegenerateGaps (![0, 1, 3] : Fin 3 → ℂ) := by
  intro i j k l
  fin_cases i <;> fin_cases j <;> fin_cases k <;> fin_cases l <;> norm_num
```

## (h) An equally spaced ladder with equal couplings

Take $H=\mathrm{diag}(1,0,-1)$ and let $A$ have entries 1 between neighbouring levels and 0 elsewhere. All levels are connected. Show that nevertheless
$$|0\rangle\langle2|\notin\mathcal L .$$

**Solution.** Each of the two outer levels is coupled to the middle one in both directions, which gives the paths. Now let
$$K=\begin{pmatrix}0&0&1\\0&-1&0\\1&0&0\end{pmatrix}.$$
Direct multiplication gives $B^{T}K=-KB$ for $B=H$ and $B=A$. If $X$ and $Y$ satisfy this relation, then
$$[X,Y]^TK=Y^TX^TK-X^TY^TK=KYX-KXY=-K[X,Y],$$
so all of $\mathcal L$ satisfies it. For $B=|0\rangle\langle2|$, the $(2,2)$ entries of $B^TK$ and $-KB$ are $1$ and $-1$, a contradiction.

Mathlib's `skewAdjointMatricesLieSubalgebra K` supplies the closure under commutators, and `hle` checks the two generators. In spin-1 language with $\hbar=1$, $H=S_z$ and $A=\sqrt2\,S_x$. The gaps $E_0-E_1$ and $E_1-E_2$ coincide, so distinct levels and connectivity alone do not suffice. The equal couplings matter too: with the same $H$ and real symmetric neighbour couplings that are nonzero and differ in magnitude, every traceless matrix is generated, so for connected levels the gap condition is sufficient but not necessary. This last remark is not proved in the Lean code.

```lean
/-- For the equally spaced levels 1, 0, -1 with equal couplings between neighbours, all levels
are joined by paths, yet `|0⟩⟨2|` is not in the generated Lie algebra. -/
theorem equal_spacing_not_controllable :
    (∀ i j, Relation.ReflTransGen
      (Coupled (!![0, 1, 0; 1, 0, 1; 0, 1, 0] : Matrix (Fin 3) (Fin 3) ℂ)) i j) ∧
    single 0 2 (1 : ℂ) ∉ generatedAlgebra (![1, 0, -1] : Fin 3 → ℂ)
      !![0, 1, 0; 1, 0, 1; 0, 1, 0] := by
  constructor
  · have h : ∀ i : Fin 3, Relation.ReflTransGen
        (Coupled (!![0, 1, 0; 1, 0, 1; 0, 1, 0] : Matrix (Fin 3) (Fin 3) ℂ)) i 1 ∧
        Relation.ReflTransGen
        (Coupled (!![0, 1, 0; 1, 0, 1; 0, 1, 0] : Matrix (Fin 3) (Fin 3) ℂ)) 1 i := by
      intro i
      fin_cases i
      · exact ⟨.single (by simp [Coupled]), .single (by simp [Coupled])⟩
      · exact ⟨.refl, .refl⟩
      · exact ⟨.single (by simp [Coupled]), .single (by simp [Coupled])⟩
    exact fun i j => (h i).1.trans (h j).2
  · -- both generators are skew for the bilinear form `K`
    let K : Matrix (Fin 3) (Fin 3) ℂ := !![0, 0, 1; 0, -1, 0; 1, 0, 0]
    have hK : ∀ B, B ∈ skewAdjointMatricesLieSubalgebra K ↔ Bᵀ * K = K * (-B) := by
      intro B
      rw [mem_skewAdjointMatricesLieSubalgebra, mem_skewAdjointMatricesSubmodule]
      rfl
    have hle : generatedAlgebra (![1, 0, -1] : Fin 3 → ℂ) !![0, 1, 0; 1, 0, 1; 0, 1, 0]
        ≤ skewAdjointMatricesLieSubalgebra K := by
      refine LieSubalgebra.lieSpan_le.mpr ?_
      rintro B (rfl | rfl) <;> refine (hK _).mpr ?_ <;> ext i j <;>
        fin_cases i <;> fin_cases j <;>
        simp [K, Matrix.mul_apply, Fin.sum_univ_succ, Matrix.diagonal_apply]
    intro hmem
    have h := congrFun (congrFun ((hK _).mp (hle hmem)) 2) 2
    norm_num [K, Matrix.mul_apply, Fin.sum_univ_succ, Matrix.single_apply] at h
    -- the form would require `1 = -1`
    have h' : (1 : ℂ) = -1 := h
    norm_num at h'

end ControllabilityByNesting
```

```lean
#print axioms ControllabilityByNesting.controllable_iff
#print axioms ControllabilityByNesting.controllable_of_full_coupling
#print axioms ControllabilityByNesting.equal_spacing_not_controllable
```

```
'ControllabilityByNesting.controllable_iff' depends on axioms: [propext, Classical.choice, Quot.sound]
'ControllabilityByNesting.controllable_of_full_coupling' depends on axioms: [propext, Classical.choice, Quot.sound]
'ControllabilityByNesting.equal_spacing_not_controllable' depends on axioms: [propext, Classical.choice, Quot.sound]
```
